# A symmetric hardness matrix that is positive on charge transfers fixes unique, energy-minimising charges at each total charge

## Two sites where equalization fails

Take two sites, labelled 0 and 1, with charges $q_0, q_1$ and electronegativities $\chi_0, \chi_1$. Suppose that each site has hardness 1 and that the coupling between them is also 1. Equal effective electronegativity then requires

$$q_0 + q_1 + \chi_0 = q_0 + q_1 + \chi_1 .$$

If $\chi_0 \neq \chi_1$, no charges satisfy this. If $\chi_0 = \chi_1$, all charges do, and fixing the total still leaves infinitely many solutions.

Now raise the coupling to 2. At zero total charge, write $q = (t, -t)$. The energy is $t(\chi_0 - \chi_1) - t^2$. The equalization equations have exactly one solution, but it is the energy maximum, and the energy falls without bound as more charge is transferred. A general linear solver, such as one based on LU factorization, does not test for positivity and would return these charges without complaint.

Both failures have the same source: moving charge from one site to the other costs no second-order energy, or a negative amount. The result below shows that excluding this is enough.

## The quadratic charge model

There are $n \ge 1$ sites with real charges $q_i$, in units of the elementary charge. The energy is

$$E(q) = \chi\cdot q + \tfrac12\, q\cdot Hq ,$$

where $\chi$ collects the site electronegativities and $H$ is the hardness matrix. Its diagonal describes the resistance of each site to being charged, and its off-diagonal entries describe the interaction between sites. For symmetric $H$, the derivative of $E$ with respect to $q_i$ is $(Hq+\chi)_i$, the effective electronegativity of site $i$. Minimising at fixed total charge $Q$ with a Lagrange multiplier $\lambda$ gives

$$(Hq)_i + \chi_i = \lambda \ \text{ for all } i, \qquad \sum_i q_i = Q .$$

Since $q$ counts positive charge, $\lambda$ is minus the electronic chemical potential of the model.

Charge-equilibration force fields solve systems of this kind, and for a quadratic energy on finitely many sites at fixed geometry the theorem gives a condition under which the solution is the intended minimum. The equalization principle of density functional theory concerns the exact energy functional. Here the quadratic energy is the starting point and is not derived from that functional.

## The statement and its Lean form

Call a vector $d$ with $\sum_i d_i = 0$ a charge transfer. The hypothesis is that $d\cdot Hd > 0$ for every nonzero transfer: redistributing charge at fixed total always costs second-order energy. For symmetric $H$ with this property, every $\chi$ and $Q$ admit exactly one pair $(q,\lambda)$ satisfying the equations, and $E(q) < E(p)$ for every other $p$ of total charge $Q$.

In the file, the sites form a finite type `ι`, and charges and electronegativities are functions `ι → ℝ`. The dot product is `⬝ᵥ`, and `*ᵥ` applies a matrix to a vector. The definitions translate as follows:

- `energy H χ q` is $E(q)$.
- `IsEqualized H χ Q q lam` contains both the equal electronegativities and the total-charge condition, with `lam` for $\lambda$.
- `HardOnTransfers H` is the positivity hypothesis.

The main theorem, `equalization_principle`, also assumes `H.IsSymm` and `[Nonempty ι]`. For a single site the positivity hypothesis holds automatically, because the only transfer is zero; the charge is then $Q$, whatever the sign of the hardness.

Charges may take any real value, with no bounds and no restriction to integers. Positivity on transfers is assumed. Whether a particular parametrisation satisfies it at a given geometry has to be checked separately.

## Existence and uniqueness

The equations form a square linear system for the $n+1$ unknowns $(q,\lambda)$:

$$A(q,\lambda) = \Big(Hq - \lambda \mathbf 1,\ \sum_i q_i\Big) = (-\chi,\, Q),$$

where $\mathbf 1$ is the vector of ones. One identity is used repeatedly. Multiply the $i$-th equalization equation by $p_i$, for any charges $p$, and sum:

$$p\cdot Hq + \chi\cdot p = \lambda \sum_i p_i. \tag{1}$$

Suppose $A(q,\lambda) = 0$. This is an equalized state with $\chi = 0$ and $Q = 0$, so (1) with $p = q$ gives $q\cdot Hq = 0$. Since $q$ has zero sum, positivity on transfers forces $q = 0$. Any one of the site equations then reads $\lambda = 0$, and this is where at least one site is needed. Hence $A$ is injective. An injective linear map from a finite-dimensional space to itself is also surjective, so every right-hand side has exactly one solution. Symmetry of $H$ has not been used.

## The strict minimum

Let $q$ be the equalized charges, let $p$ have the same total $Q$, and put $d = p - q$. Expanding the energy and using the symmetry of $H$,

$$E(p) - E(q) = \chi\cdot d + d\cdot Hq + \tfrac12\, d\cdot Hd .$$

By (1), applied to $d$, the first two terms add up to $\lambda\sum_i d_i = 0$. Therefore

$$E(p) - E(q) = \tfrac12\, (p-q)\cdot H(p-q),$$

which is positive whenever $p \neq q$.

Conversely, suppose that some $q$ is a strict minimiser among charges of its own total. For a nonzero transfer $d$, both $q+d$ and $q-d$ have higher energy, so

$$0 < E(q+d) + E(q-d) - 2E(q) = d\cdot Hd .$$

Positivity on transfers is thus necessary for a strict minimum as well as sufficient.

## Changing the total charge or the hardness matrix

Let $(q,\lambda)$ and $(q',\lambda')$ be equalized at totals $Q$ and $Q'$, with the same symmetric $H$ and the same $\chi$. Identity (1) with $p=q$ gives $E(q) = \tfrac12(\lambda Q + \chi\cdot q)$, and similarly $E(q') = \tfrac12(\lambda' Q' + \chi\cdot q')$. Pairing each state with the other's charges gives

$$q'\cdot Hq + \chi\cdot q' = \lambda Q', \qquad q\cdot Hq' + \chi\cdot q = \lambda' Q .$$

By symmetry the couplings cancel on subtraction, leaving $\chi\cdot(q'-q) = \lambda Q' - \lambda' Q$. Substitution yields

$$E(q') - E(q) = \tfrac12(\lambda+\lambda')(Q'-Q).$$

The energy of charging is the mean equalized electronegativity times the added charge. This step does not need positivity.

Next, add a constant $c$ to every entry of $H$. Each component of $Hq$ increases by $c\sum_j q_j = cQ$, so the same charges remain equalized and $\lambda$ becomes $\lambda + cQ$.

Such a shift does not alter $d\cdot Hd$ for a transfer, but it can make $H$ indefinite. Subtracting 1 from every entry of the $2\times2$ identity matrix gives

$$H = \begin{pmatrix} 0 & -1\\ -1 & 0\end{pmatrix}.$$

For $d = (d_0,-d_0)$ we have $d\cdot Hd = 2d_0^2$, which is positive if $d_0\neq0$, while the charges $(1,1)$ give $-2$. This matrix is a mathematical example, since its negative coupling makes like charges attract.

## Requiring a positive definite matrix

The model could have been set up with $H$ positive definite on all vectors. Then $H$ is invertible, and elimination gives explicit formulas:

$$q = H^{-1}(\lambda\mathbf 1 - \chi), \qquad \lambda = \frac{Q + \mathbf 1\cdot H^{-1}\chi}{\mathbf 1\cdot H^{-1}\mathbf 1}.$$

That hypothesis would exclude the indefinite example above, and the converse would be lost, because a strict minimum at fixed total charge says nothing about the cost of changing the total.

## The complete Lean file

```lean
import Mathlib

open Matrix

namespace ElectronegativityEqualization

variable {ι : Type*} [Fintype ι]

/-- The energy `χ·q + q·Hq/2` of site charges `q`, with electronegativities `χ` and
hardness matrix `H`. -/
noncomputable def energy (H : Matrix ι ι ℝ) (χ q : ι → ℝ) : ℝ :=
  χ ⬝ᵥ q + (q ⬝ᵥ H *ᵥ q) / 2

/-- The charges `q` add up to `Q`, and the effective electronegativity `(Hq + χ)ᵢ` has the
same value `lam` on every site. -/
def IsEqualized (H : Matrix ι ι ℝ) (χ : ι → ℝ) (Q : ℝ) (q : ι → ℝ) (lam : ℝ) : Prop :=
  (∀ i, (H *ᵥ q) i + χ i = lam) ∧ ∑ i, q i = Q

/-- The hardness form is positive on every nonzero transfer of charge between sites, that is,
on every nonzero vector of zero sum. -/
def HardOnTransfers (H : Matrix ι ι ℝ) : Prop :=
  ∀ d : ι → ℝ, d ≠ 0 → ∑ i, d i = 0 → 0 < d ⬝ᵥ H *ᵥ d

/-- The linear map `(q, lam) ↦ (Hq - lam 1, ∑ qᵢ)` of the equalization equations. -/
def equalizationMap (H : Matrix ι ι ℝ) : ((ι → ℝ) × ℝ) →ₗ[ℝ] ((ι → ℝ) × ℝ) where
  toFun x := (H *ᵥ x.1 - fun _ => x.2, ∑ i, x.1 i)
  map_add' x y := by
    refine Prod.ext (funext fun i => ?_) ?_
    · simp only [Prod.fst_add, Prod.snd_add, Matrix.mulVec_add, Pi.add_apply, Pi.sub_apply]
      ring
    · simp only [Prod.fst_add, Prod.snd_add, Pi.add_apply, Finset.sum_add_distrib]
  map_smul' c x := by
    refine Prod.ext (funext fun i => ?_) ?_
    · simp only [Prod.smul_fst, Prod.smul_snd, Matrix.mulVec_smul, Pi.smul_apply,
        Pi.sub_apply, smul_eq_mul, RingHom.id_apply]
      ring
    · simp only [Prod.smul_fst, Prod.smul_snd, Pi.smul_apply, smul_eq_mul,
        RingHom.id_apply, Finset.mul_sum]

/-- Equalization is the linear system with right-hand side `(-χ, Q)`. -/
theorem isEqualized_iff (H : Matrix ι ι ℝ) (χ : ι → ℝ) (Q : ℝ) (x : (ι → ℝ) × ℝ) :
    IsEqualized H χ Q x.1 x.2 ↔ equalizationMap H x = (-χ, Q) := by
  constructor
  · rintro ⟨h1, h2⟩
    refine Prod.ext (funext fun i => ?_) h2
    show (H *ᵥ x.1) i - x.2 = -χ i
    linarith [h1 i]
  · intro h
    refine ⟨fun i => ?_, congrArg Prod.snd h⟩
    have h1 : (H *ᵥ x.1) i - x.2 = -χ i := congrFun (congrArg Prod.fst h) i
    linarith

/-- Weighting the equalized electronegativities with any charges `p` gives `lam` times the
total charge of `p`. -/
theorem IsEqualized.pairing {H : Matrix ι ι ℝ} {χ q : ι → ℝ} {Q lam : ℝ}
    (h : IsEqualized H χ Q q lam) (p : ι → ℝ) :
    p ⬝ᵥ H *ᵥ q + χ ⬝ᵥ p = lam * ∑ i, p i := by
  simp only [dotProduct]
  rw [← Finset.sum_add_distrib, Finset.mul_sum]
  refine Finset.sum_congr rfl fun i _ => ?_
  linear_combination (p i) * h.1 i

/-- If there is at least one site and the hardness form is positive on charge transfers, the
equalization equations have exactly one solution `(q, lam)` for all electronegativities and every
total charge. -/
theorem existsUnique_isEqualized [Nonempty ι] {H : Matrix ι ι ℝ} (hpos : HardOnTransfers H)
    (χ : ι → ℝ) (Q : ℝ) : ∃! x : (ι → ℝ) × ℝ, IsEqualized H χ Q x.1 x.2 := by
  have hinj : Function.Injective (equalizationMap H) := by
    refine (injective_iff_map_eq_zero _).2 fun x hx => ?_
    have hE : IsEqualized H 0 0 x.1 x.2 := by
      rw [isEqualized_iff, hx, neg_zero]
      rfl
    -- a homogeneous solution is a transfer that costs no energy
    have hz := hE.pairing x.1
    rw [hE.2, zero_dotProduct, add_zero, mul_zero] at hz
    have hq : x.1 = 0 := by
      by_contra hne
      exact (hpos x.1 hne hE.2).ne' hz
    obtain ⟨i⟩ := ‹Nonempty ι›
    have hl := hE.1 i
    rw [hq, Matrix.mulVec_zero, Pi.zero_apply, add_zero] at hl
    exact Prod.ext hq hl.symm
  -- in finite dimension injectivity gives solvability
  obtain ⟨x, hx⟩ := LinearMap.injective_iff_surjective.1 hinj (-χ, Q)
  refine ⟨x, (isEqualized_iff H χ Q x).2 hx, fun y hy => hinj ?_⟩
  rw [hx]
  exact (isEqualized_iff H χ Q y).1 hy

/-- For a symmetric matrix the hardness coupling of two charge distributions is symmetric. -/
theorem coupling_comm {H : Matrix ι ι ℝ} (hH : H.IsSymm) (p q : ι → ℝ) :
    p ⬝ᵥ H *ᵥ q = q ⬝ᵥ H *ᵥ p := by
  rw [Matrix.dotProduct_mulVec, ← Matrix.mulVec_transpose, hH.eq, dotProduct_comm]

/-- For a symmetric hardness matrix, charges `p` with the same total as equalized charges `q` have
an energy that differs from that of `q` by exactly the hardness energy of the transfer `p - q`. -/
theorem IsEqualized.energy_eq {H : Matrix ι ι ℝ} (hH : H.IsSymm) {χ q : ι → ℝ} {Q lam : ℝ}
    (h : IsEqualized H χ Q q lam) {p : ι → ℝ} (hp : ∑ i, p i = Q) :
    energy H χ p = energy H χ q + ((p - q) ⬝ᵥ H *ᵥ (p - q)) / 2 := by
  have h1 := h.pairing p
  have h2 := h.pairing q
  rw [hp] at h1
  rw [h.2] at h2
  have hs := coupling_comm hH p q
  simp only [energy, Matrix.mulVec_sub, sub_dotProduct, dotProduct_sub]
  linear_combination h1 - h2 - hs / 2

/-- **Electronegativity equalization.** For at least one site and a symmetric hardness matrix that
is positive on charge transfers, the equalization equations have a unique solution `(q, lam)`, and
`q` has strictly lower energy than all other charges with the same total. -/
theorem equalization_principle [Nonempty ι] {H : Matrix ι ι ℝ} (hH : H.IsSymm)
    (hpos : HardOnTransfers H) (χ : ι → ℝ) (Q : ℝ) :
    ∃ q lam, IsEqualized H χ Q q lam ∧
      (∀ q' lam', IsEqualized H χ Q q' lam' → q' = q ∧ lam' = lam) ∧
      ∀ p : ι → ℝ, ∑ i, p i = Q → p ≠ q → energy H χ q < energy H χ p := by
  obtain ⟨x, hx, huniq⟩ := existsUnique_isEqualized hpos χ Q
  refine ⟨x.1, x.2, hx, fun q' lam' h' => ?_, fun p hp hne => ?_⟩
  · have he := huniq (q', lam') h'
    exact ⟨congrArg Prod.fst he, congrArg Prod.snd he⟩
  · have hd := hpos (p - x.1) (sub_ne_zero.2 hne) (by
      simp only [Pi.sub_apply, Finset.sum_sub_distrib]
      rw [hp, hx.2, sub_self])
    rw [hx.energy_eq hH hp]
    linarith

/-- Conversely, if some charges `q` have strictly lower energy than all others with the same
total, then the hardness form is positive on charge transfers. -/
theorem hardOnTransfers_of_strict_min {H : Matrix ι ι ℝ} {χ q : ι → ℝ}
    (hmin : ∀ p : ι → ℝ, ∑ i, p i = ∑ i, q i → p ≠ q → energy H χ q < energy H χ p) :
    HardOnTransfers H := by
  intro d hd hs
  -- compare `q` with the transfers `d` and `-d`
  have a := hmin (q + d) (by simp [Finset.sum_add_distrib, hs]) (by simpa using hd)
  have b := hmin (q - d) (by simp [Finset.sum_sub_distrib, hs]) (by simpa using hd)
  simp only [energy, Matrix.mulVec_add, Matrix.mulVec_sub, add_dotProduct, sub_dotProduct,
    dotProduct_add, dotProduct_sub] at a b
  linarith

/-- For a fixed symmetric hardness matrix and fixed electronegativities, the energy changes between
equalized states of total charges `Q` and `Q'` by the mean of the two equalized electronegativities
times `Q' - Q`. -/
theorem energy_change {H : Matrix ι ι ℝ} (hH : H.IsSymm) {χ q q' : ι → ℝ}
    {Q Q' lam lam' : ℝ} (h : IsEqualized H χ Q q lam) (h' : IsEqualized H χ Q' q' lam') :
    energy H χ q' - energy H χ q = (lam + lam') / 2 * (Q' - Q) := by
  have h1 := h.pairing q
  have h2 := h.pairing q'
  have h3 := h'.pairing q
  have h4 := h'.pairing q'
  rw [h.2] at h1 h3
  rw [h'.2] at h2 h4
  have hs := coupling_comm hH q' q
  simp only [energy]
  linear_combination (h4 - h1 + h2 - h3 - hs) / 2

/-- Adding a constant `c` to every entry of the hardness matrix leaves equalized charges
equalized and shifts their common electronegativity by `c Q`. -/
theorem IsEqualized.shift {H : Matrix ι ι ℝ} {χ q : ι → ℝ} {Q lam : ℝ}
    (h : IsEqualized H χ Q q lam) (c : ℝ) :
    IsEqualized (H + (Matrix.of fun _ _ => c : Matrix ι ι ℝ)) χ Q q (lam + c * Q) := by
  refine ⟨fun i => ?_, h.2⟩
  have e : ((Matrix.of fun _ _ => c : Matrix ι ι ℝ) *ᵥ q) i = c * Q := by
    rw [← h.2, Finset.mul_sum]
    rfl
  rw [Matrix.add_mulVec, Pi.add_apply, e]
  linarith [h.1 i]

/-- The two-site matrix with zero diagonal and off-diagonal entries `-1` is symmetric and
positive on charge transfers, yet its form is negative on the charges `(1, 1)`. -/
theorem hardOnTransfers_witness :
    (!![0, -1; -1, 0] : Matrix (Fin 2) (Fin 2) ℝ).IsSymm ∧
      HardOnTransfers (!![0, -1; -1, 0] : Matrix (Fin 2) (Fin 2) ℝ) ∧
      ![1, 1] ⬝ᵥ (!![0, -1; -1, 0] : Matrix (Fin 2) (Fin 2) ℝ) *ᵥ ![1, 1] < 0 := by
  refine ⟨Matrix.IsSymm.ext fun i j => by fin_cases i <;> fin_cases j <;> rfl, ?_, ?_⟩
  · intro d hd hs
    rw [Fin.sum_univ_two] at hs
    have h1 : d 1 = -d 0 := by linarith
    have h0 : d 0 ≠ 0 := by
      intro h
      apply hd
      ext i
      fin_cases i <;> simp [h1, h]
    have e : d ⬝ᵥ (!![0, -1; -1, 0] : Matrix (Fin 2) (Fin 2) ℝ) *ᵥ d = 2 * d 0 ^ 2 := by
      simp [dotProduct, Matrix.mulVec, Fin.sum_univ_two, h1]
      ring
    rw [e]
    positivity
  · norm_num [dotProduct, Matrix.mulVec, Fin.sum_univ_two]

end ElectronegativityEqualization
```

```lean
#print axioms ElectronegativityEqualization.equalization_principle
#print axioms ElectronegativityEqualization.hardOnTransfers_of_strict_min
#print axioms ElectronegativityEqualization.energy_change
#print axioms ElectronegativityEqualization.IsEqualized.shift
```

```
'ElectronegativityEqualization.equalization_principle' depends on axioms: [propext, Classical.choice, Quot.sound]
'ElectronegativityEqualization.hardOnTransfers_of_strict_min' depends on axioms: [propext, Classical.choice, Quot.sound]
'ElectronegativityEqualization.energy_change' depends on axioms: [propext, Classical.choice, Quot.sound]
'ElectronegativityEqualization.IsEqualized.shift' depends on axioms: [propext, Classical.choice, Quot.sound]
```

## How the proof follows the derivation

`equalizationMap` is the linear map $A$, together with the check that it respects addition and scaling. `isEqualized_iff` identifies its solutions at right-hand side $(-\chi,Q)$ with equalized states. `IsEqualized.pairing` is identity (1): the sums are combined, and `linear_combination (p i) * h.1 i` multiplies the equation at site $i$ by $p_i$.

In `existsUnique_isEqualized`, injectivity is reduced to showing that the kernel is zero. The kernel element is read as an equalized state `hE` with zero electronegativities and zero total charge. Pairing it with its own charges gives `hz`, the statement $q\cdot Hq=0$, which contradicts `hpos` unless the charges vanish. A site taken from `Nonempty ι` then gives $\lambda=0$. `LinearMap.injective_iff_surjective` supplies the solution, and injectivity gives its uniqueness.

`coupling_comm` proves $p\cdot Hq=q\cdot Hp$ for symmetric $H$. `IsEqualized.energy_eq` is the exact energy difference. Where the derivation above pairs the equations with $d$, Lean pairs them with $p$ and with $q$ and subtracts; both right-hand sides are $\lambda Q$, so they cancel. The term `hs / 2` in the final `linear_combination` accounts for the two cross terms.

`equalization_principle` assembles these results. It takes the unique pair, checks that `p - x.1` is a nonzero vector of zero sum, and applies positivity to the energy difference.

In `hardOnTransfers_of_strict_min`, the inequalities `a` and `b` are the comparisons with $q+d$ and $q-d$. After expansion, `linarith` adds them. `energy_change` uses the four pairings of the two states, `h1` to `h4`, and combines them with the symmetry of the coupling. In `IsEqualized.shift`, the equation `e` computes the contribution $cQ$ of the constant matrix. Finally, `hardOnTransfers_witness` verifies the indefinite two-site example by substituting $d_1=-d_0$ and evaluating the form.
